# For real symmetric A and B, an RPA amplitude matrix T is symmetric if all eigenvalues of A + BT have positive real part

The amplitudes of the random-phase approximation (RPA) solve a quadratic matrix equation that can have several solutions, so the statement below singles one out by the spectrum of A + BT. For a stable reference state, the physical solution is the one for which all these eigenvalues are positive. It takes T as any real solution of that equation, not assumed symmetric, and derives its symmetry. For real orbitals the equation is

B + AT + TA + TBT = 0.

Here A and B are the real symmetric RPA matrices over particle–hole pairs: A couples excitations with each other, and B couples excitations to de-excitations. If every complex eigenvalue of A + BT has positive real part, then Tᵀ = T.

## Excitation energies and symmetric storage

The RPA eigenvalue problem, with the excitation energies in a diagonal matrix Ω, reads

AX + BY = XΩ,
B\*X + A\*Y = −YΩ,

where the star is entrywise complex conjugation. If X is invertible, put T = YX⁻¹. The first line gives A + BT = XΩX⁻¹, so the eigenvalues of A + BT are the excitation energies in Ω. The second gives B\* + A\*T = −T(A + BT), which is the amplitude equation in its complex form. Positive real parts thus stand for the choice of the positive-energy roots, as for a stable reference state.

An electronic-structure code relies on the symmetry when it stores one triangle of T or replaces Tᵀ by T in a contraction. The result supports this for exact solutions in a finite particle–hole basis that satisfy the spectral condition.

## The difference of two solutions

Let A be Hermitian and B complex symmetric, and let S and T both solve

B\* + A\*T + TA + TBT = 0,

with S in place of T for the first. Since A\* = Aᵀ and B\* is symmetric, transposing the equation for S gives

B\* + A\*Sᵀ + SᵀA + SᵀBSᵀ = 0.

So Sᵀ is a solution too. Put D = Sᵀ − T and subtract the equation for T:

A\*D + DA + SᵀBSᵀ − TBT = 0.

Adding and subtracting SᵀBT groups the terms as

(A\* + SᵀB)D + D(A + BT) = 0.

The first bracket is (A + BS)ᵀ. With N = (A + BS)ᵀ and K = −(A + BT), this says ND = DK.

Repeated use gives NᵏD = DKᵏ for every power k, hence p(N)D = Dp(K) for every polynomial p. Take p to be the characteristic polynomial of K. By Cayley–Hamilton p(K) = 0, so p(N)D = 0. The eigenvalues of p(N) are the numbers p(z), with z an eigenvalue of N. If N and K share no eigenvalue, none of these is zero, p(N) is invertible, and D = 0.

A matrix and its transpose have the same eigenvalues. A shared eigenvalue of N and K would therefore be an eigenvalue z of A + BS with z = −w for some eigenvalue w of A + BT, that is, z + w = 0. Positive real parts exclude this.

Taking S = T gives Tᵀ = T. For two solutions that both have positive spectra, the argument gives Sᵀ = T, and symmetry gives Sᵀ = S, so S = T. The real statement is the special case in which conjugation does nothing.

## Complex and real versions in Lean

```lean
import Mathlib

open scoped Matrix

namespace RPAAmplitudeSymmetry

variable {n : Type*} [Fintype n] [DecidableEq n]

/-- The complex number `z` is an eigenvalue of `M`: some nonzero vector `v` has `M v = z v`. -/
def IsEigenvalue (M : Matrix n n ℂ) (z : ℂ) : Prop :=
  ∃ v : n → ℂ, v ≠ 0 ∧ M *ᵥ v = z • v

/-- The RPA amplitude equation `B* + A* T + T A + T B T = 0`, where the star is entrywise
complex conjugation. -/
def IsAmplitude (A B T : Matrix n n ℂ) : Prop :=
  B.map star + A.map star * T + T * A + T * B * T = 0

/-- The eigenvalues of a matrix are the zeros of its secular determinant. -/
theorem isEigenvalue_iff_det (M : Matrix n n ℂ) (z : ℂ) :
    IsEigenvalue M z ↔ (Matrix.scalar n z - M).det = 0 := by
  have key : ∀ v : n → ℂ, (Matrix.scalar n z - M) *ᵥ v = z • v - M *ᵥ v := by
    intro v
    rw [Matrix.sub_mulVec]
    congr 1
    ext i
    simp [Matrix.scalar_apply, Matrix.mulVec_diagonal]
  rw [← Matrix.exists_mulVec_eq_zero_iff]
  constructor
  · rintro ⟨v, hv, h⟩
    exact ⟨v, hv, by rw [key, h, sub_self]⟩
  · rintro ⟨v, hv, h⟩
    exact ⟨v, hv, (sub_eq_zero.1 ((key v).symm.trans h)).symm⟩

/-- If `N D = D K` and the matrices `N` and `K` have no common eigenvalue, then `D = 0`. -/
theorem eq_zero_of_intertwines {N K D : Matrix n n ℂ} (h : N * D = D * K)
    (hs : ∀ z, IsEigenvalue N z → ¬ IsEigenvalue K z) : D = 0 := by
  cases isEmpty_or_nonempty n
  · ext i j
    exact isEmptyElim i
  -- the intertwining relation passes to every polynomial
  have hp : ∀ p : Polynomial ℂ, Polynomial.aeval N p * D = D * Polynomial.aeval K p := by
    intro p
    induction p using Polynomial.induction_on' with
    | add p q hp hq => simp only [map_add, add_mul, mul_add, hp, hq]
    | monomial k a =>
      have hk : D * K ^ k = N ^ k * D :=
        ((show SemiconjBy D K N from h.symm).pow_right k).eq
      rw [Polynomial.aeval_monomial, Polynomial.aeval_monomial, mul_assoc, ← hk,
        ← mul_assoc, ← mul_assoc, Algebra.commutes a D]
  -- Cayley-Hamilton for `K`
  have h0 := hp K.charpoly
  rw [Matrix.aeval_self_charpoly, mul_zero] at h0
  -- the same polynomial is invertible at `N`
  have hu : IsUnit (Polynomial.aeval N K.charpoly) := by
    by_contra hu
    have hz : (0 : ℂ) ∈ spectrum ℂ (Polynomial.aeval N K.charpoly) := by
      rwa [spectrum.zero_mem_iff]
    rw [spectrum.map_polynomial_aeval_of_nonempty N _
      (spectrum.nonempty_of_isAlgClosed_of_finiteDimensional ℂ N)] at hz
    obtain ⟨z, hzN, hzK⟩ := hz
    have hK : K.charpoly.eval z = 0 := hzK
    rw [Matrix.eval_charpoly] at hK
    rw [spectrum.mem_iff, Matrix.isUnit_iff_isUnit_det, isUnit_iff_ne_zero, not_not] at hzN
    exact hs z ((isEigenvalue_iff_det N z).2 hzN) ((isEigenvalue_iff_det K z).2 hK)
  exact hu.mul_right_eq_zero.1 h0

omit [DecidableEq n] in
/-- For Hermitian `A` and symmetric `B`, the transpose of a solution of the amplitude equation
is again a solution. -/
theorem IsAmplitude.transpose {A B T : Matrix n n ℂ} (hA : Aᴴ = A) (hB : Bᵀ = B)
    (hT : IsAmplitude A B T) : IsAmplitude A B Tᵀ := by
  have hAc : A.map star = Aᵀ := by
    ext i j
    exact congrFun (congrFun hA j) i
  have hBc : (B.map star)ᵀ = B.map star := by
    ext i j
    exact congrArg star (congrFun (congrFun hB i) j)
  have h := congrArg Matrix.transpose hT
  simp only [Matrix.transpose_add, Matrix.transpose_mul, Matrix.transpose_zero, hBc, hB, hAc,
    Matrix.transpose_transpose] at h
  unfold IsAmplitude
  rw [hAc]
  linear_combination (norm := noncomm_ring) h

/-- Let `A` be Hermitian, `B` symmetric, and `S`, `T` solutions of the amplitude equation. If no
eigenvalue of `A + B S` and eigenvalue of `A + B T` sum to zero, then `T` is the transpose
of `S`. -/
theorem transpose_eq_of_sum_ne_zero {A B S T : Matrix n n ℂ} (hA : Aᴴ = A) (hB : Bᵀ = B)
    (hS : IsAmplitude A B S) (hT : IsAmplitude A B T)
    (hs : ∀ z w, IsEigenvalue (A + B * S) z → IsEigenvalue (A + B * T) w → z + w ≠ 0) :
    Sᵀ = T := by
  have hSt := hS.transpose hA hB
  have hAc : Aᵀ = A.map star := by
    ext i j
    exact (congrFun (congrFun hA j) i).symm
  unfold IsAmplitude at hSt hT
  -- the difference of the two solutions obeys a homogeneous Sylvester equation
  have hD : (A + B * S)ᵀ * (Sᵀ - T) = (Sᵀ - T) * (-(A + B * T)) := by
    rw [Matrix.transpose_add, Matrix.transpose_mul, hB, hAc]
    linear_combination (norm := noncomm_ring) hSt - hT
  refine sub_eq_zero.1 (eq_zero_of_intertwines hD ?_)
  rintro z hz ⟨v, hv, h⟩
  have hz' : IsEigenvalue (A + B * S) z := by
    rw [isEigenvalue_iff_det] at hz ⊢
    rw [← Matrix.det_transpose, Matrix.transpose_sub]
    simpa [Matrix.scalar_apply, Matrix.diagonal_transpose] using hz
  have hw : IsEigenvalue (A + B * T) (-z) :=
    ⟨v, hv, by rw [neg_smul, ← h, Matrix.neg_mulVec, neg_neg]⟩
  exact hs z (-z) hz' hw (add_neg_cancel z)

/-- For Hermitian `A` and symmetric `B`, a solution `T` of the amplitude equation is symmetric
if no two eigenvalues of `A + B T`, equal or distinct, sum to zero. -/
theorem amplitude_symmetric {A B T : Matrix n n ℂ} (hA : Aᴴ = A) (hB : Bᵀ = B)
    (hT : IsAmplitude A B T)
    (hs : ∀ z w, IsEigenvalue (A + B * T) z → IsEigenvalue (A + B * T) w → z + w ≠ 0) :
    Tᵀ = T :=
  transpose_eq_of_sum_ne_zero hA hB hT hT hs

/-- For Hermitian `A` and symmetric `B`, the amplitude equation has at most one solution `T` for
which all eigenvalues of `A + B T` have positive real part. -/
theorem amplitude_unique {A B S T : Matrix n n ℂ} (hA : Aᴴ = A) (hB : Bᵀ = B)
    (hS : IsAmplitude A B S) (hT : IsAmplitude A B T)
    (pS : ∀ z, IsEigenvalue (A + B * S) z → 0 < z.re)
    (pT : ∀ z, IsEigenvalue (A + B * T) z → 0 < z.re) : S = T := by
  have pos : ∀ z w : ℂ, 0 < z.re → 0 < w.re → z + w ≠ 0 := by
    intro z w hz hw h
    have h' := congrArg Complex.re h
    simp only [Complex.add_re, Complex.zero_re] at h'
    linarith
  have h1 : Sᵀ = S := amplitude_symmetric hA hB hS
    fun z w hz hw => pos z w (pS z hz) (pS w hw)
  have h2 : Sᵀ = T := transpose_eq_of_sum_ne_zero hA hB hS hT
    fun z w hz hw => pos z w (pS z hz) (pT w hw)
  exact h1.symm.trans h2

/-- For real symmetric `A` and `B`, a real solution `T` of `B + A T + T A + T B T = 0` is
symmetric if every complex eigenvalue of `A + B T` has positive real part. -/
theorem real_amplitude_symmetric {A B T : Matrix n n ℝ} (hA : Aᵀ = A) (hB : Bᵀ = B)
    (hT : B + A * T + T * A + T * B * T = 0)
    (hpos : ∀ z, IsEigenvalue ((A + B * T).map Complex.ofReal) z → 0 < z.re) :
    Tᵀ = T := by
  -- regard the real matrices as complex ones
  let φ : Matrix n n ℝ →+* Matrix n n ℂ := Complex.ofRealHom.mapMatrix
  have hstar : ∀ M, (φ M).map star = φ M := by
    intro M
    ext i j
    exact Complex.conj_ofReal (M i j)
  have hA' : (φ A)ᴴ = φ A := by
    ext i j
    exact (Complex.conj_ofReal (A j i)).trans
      (congrArg Complex.ofReal (congrFun (congrFun hA i) j))
  have hB' : (φ B)ᵀ = φ B := by
    ext i j
    exact congrArg Complex.ofReal (congrFun (congrFun hB i) j)
  have hT' : IsAmplitude (φ A) (φ B) (φ T) := by
    have h := congrArg φ hT
    simp only [map_add, map_mul, map_zero] at h
    unfold IsAmplitude
    rw [hstar, hstar]
    exact h
  have hM : (A + B * T).map Complex.ofReal = φ A + φ B * φ T := by
    rw [← map_mul, ← map_add]
    rfl
  rw [hM] at hpos
  have h := amplitude_symmetric hA' hB' hT' (by
    intro z w hz hw h0
    have h' := congrArg Complex.re h0
    simp only [Complex.add_re, Complex.zero_re] at h'
    linarith [hpos z hz, hpos w hw])
  ext i j
  exact Complex.ofReal_injective (congrFun (congrFun h i) j)

/-- For `A = 5` times the identity and `B` with zero diagonal and off-diagonal entries `4`, the
matrix `T` with zero diagonal and off-diagonal entries `-1/2` solves the amplitude equation, and
every eigenvalue of `A + B T` has positive real part. -/
theorem real_amplitude_symmetric_witness :
    let A : Matrix (Fin 2) (Fin 2) ℝ := !![5, 0; 0, 5]
    let B : Matrix (Fin 2) (Fin 2) ℝ := !![0, 4; 4, 0]
    let T : Matrix (Fin 2) (Fin 2) ℝ := !![0, -1/2; -1/2, 0]
    B + A * T + T * A + T * B * T = 0 ∧
      ∀ z, IsEigenvalue ((A + B * T).map Complex.ofReal) z → 0 < z.re := by
  intro A B T
  constructor
  · ext i j
    fin_cases i <;> fin_cases j <;>
      simp [A, B, T] <;> norm_num
  · rintro z ⟨v, hv, h⟩
    have hR : A + B * T = Matrix.diagonal (fun _ => (3 : ℝ)) := by
      ext i j
      fin_cases i <;> fin_cases j <;>
        simp [A, B, T] <;> norm_num
    have hM : (A + B * T).map Complex.ofReal = Matrix.diagonal (fun _ => (3 : ℂ)) := by
      rw [hR]
      ext i j
      fin_cases i <;> fin_cases j <;> simp
    obtain ⟨i, hi⟩ := Function.ne_iff.1 hv
    have h3 : 3 * v i = z * v i := by
      have h' := congrFun h i
      rw [hM, Matrix.mulVec_diagonal] at h'
      exact h'
    have hz : (3 : ℂ) = z := mul_right_cancel₀ hi h3
    rw [← hz]
    norm_num

/-- For `A = 5` and `B = 4` times the identity, the amplitude equation has a solution `T` that is
not symmetric; there `A + B T` is upper triangular with diagonal entries `3` and `-3`. -/
theorem nonsymmetric_amplitude :
    let A : Matrix (Fin 2) (Fin 2) ℝ := !![5, 0; 0, 5]
    let B : Matrix (Fin 2) (Fin 2) ℝ := !![4, 0; 0, 4]
    let T : Matrix (Fin 2) (Fin 2) ℝ := !![-1/2, 1; 0, -2]
    B + A * T + T * A + T * B * T = 0 ∧ A + B * T = !![3, 4; 0, -3] ∧ Tᵀ ≠ T := by
  intro A B T
  refine ⟨?_, ?_, ?_⟩
  · ext i j
    fin_cases i <;> fin_cases j <;>
      simp [A, B, T] <;> norm_num
  · ext i j
    fin_cases i <;> fin_cases j <;>
      simp [A, B, T] <;> norm_num
  · intro h
    have h01 := congrFun (congrFun h 0) 1
    simp [T] at h01

end RPAAmplitudeSymmetry
```

```lean
#print axioms RPAAmplitudeSymmetry.amplitude_unique
#print axioms RPAAmplitudeSymmetry.real_amplitude_symmetric
#print axioms RPAAmplitudeSymmetry.nonsymmetric_amplitude
```

```
'RPAAmplitudeSymmetry.amplitude_unique' depends on axioms: [propext, Classical.choice, Quot.sound]
'RPAAmplitudeSymmetry.real_amplitude_symmetric' depends on axioms: [propext, Classical.choice, Quot.sound]
'RPAAmplitudeSymmetry.nonsymmetric_amplitude' depends on axioms: [propext, Classical.choice, Quot.sound]
```

## How the Lean statements read

The finite type `n` labels the particle–hole pairs. `IsEigenvalue M z` asks for a nonzero complex vector `v` with `M *ᵥ v = z • v`. `IsAmplitude A B T` is the complex amplitude equation, with `B.map star` for B\*; it contains neither symmetry nor a spectral condition.

In `real_amplitude_symmetric` the matrices are real, but `hpos` ranges over the complex eigenvalues of A + BT. This matters because a real nonsymmetric matrix may have no real eigenvalue, and a condition on real eigenvalues alone would then say nothing.

The complex theorem `amplitude_symmetric` assumes less about the spectrum: no two eigenvalues of A + BT, equal or distinct, may sum to zero. The equal case rules out a zero eigenvalue. `amplitude_unique` states that at most one solution has a spectrum with positive real parts.

## From the Sylvester lemma to the real theorem

`eq_zero_of_intertwines` is the step from ND = DK to D = 0. It proves the polynomial relation by induction, applies Cayley–Hamilton to `K`, and uses the spectral mapping theorem to show that the same polynomial is invertible at `N`. `isEigenvalue_iff_det` connects eigenvectors with zeros of the secular determinant, which also shows that transposition keeps the eigenvalues.

`IsAmplitude.transpose` transposes the equation. `transpose_eq_of_sum_ne_zero` forms the difference D; there `linear_combination` with `noncomm_ring` checks the regrouping without letting matrices commute. `real_amplitude_symmetric` maps the real matrices to complex ones by `φ`, applies the complex theorem, and returns to real entries.

## Exact solutions, and a nonsymmetric one

The theorems start from a T that solves the equation exactly. They give no bound on the asymmetry of an iterate with a small residual, and they do not show that a solution with positive spectrum exists. The step from RPA eigenvectors to T = YX⁻¹, with X invertible, belongs to the derivation above and is not formalised.

`real_amplitude_symmetric_witness` gives a case that meets the conditions: two particle–hole pairs, with A equal to 5 times the identity and B with zero diagonal and off-diagonal entries 4. The matrix T has zero diagonal and off-diagonal entries −1/2, and A + BT is 3 times the identity.

`nonsymmetric_amplitude` takes A = 5 and B = 4 times the identity and finds a solution T with rows (−1/2, 1) and (0, −2). There A + BT has eigenvalues 3 and −3, which sum to zero. Real, distinct and nonzero eigenvalues are therefore not enough to force symmetry. A solver that lands on such a mixed-sign root can satisfy the amplitude equation exactly and still return a T that is changed when one triangle is filled in from the other by symmetry.
